# Thouless's theorem in a finite orbital basis: $t = CA^{-1}$ for an invertible occupied block

A Slater determinant is represented here by the matrix of its orbital coefficients, and $e^{T_1}$ by a matrix acting on one orbital at a time. In Fock space, $e^{T_1}$ acts on a determinant by transforming each of its orbitals with this matrix. That passage from many electrons to one is built into the definitions and is not derived.

Let $o$ and $v$ be the finite sets of occupied and virtual spin orbitals of a reference determinant, taken as an orthonormal basis. A second determinant with the same number of electrons has coefficients
$$\Phi=\begin{pmatrix}A\\ C\end{pmatrix},$$
where $A$ holds the occupied rows, $C$ the virtual rows, and each column is one orbital. Its amplitude on a list $s$ of spin orbitals, one for each element of $o$, is $\det\Phi_s$, where $\Phi_s$ consists of the rows of $\Phi$ named by $s$. On the reference list the amplitude is $\det A$, so $\det A\neq 0$ says that the determinant overlaps the reference. The columns need not be orthonormal; the overlap with the normalised state is $\det A/\sqrt{\det(A^\dagger A+C^\dagger C)}$.

The claim is that, when $\det A\ne0$, all amplitudes of $\Phi$ equal $\det A$ times those of $e^{T_1}$ acting on the reference exactly when $t=CA^{-1}$. Here $t_{ai}$ is the singles amplitude for the excitation from occupied $i$ to virtual $a$.

## Factoring out the occupied block

The one-particle matrix of $T_1$ takes occupied orbitals to virtual ones and annihilates virtual ones. Its square therefore vanishes, although the square of the many-electron operator need not, since two different electrons can be excited. For the one-particle matrix the exponential series stops after the linear term:
$$T_1=\begin{pmatrix}0&0\\ t&0\end{pmatrix},\qquad e^{T_1}=1+T_1=\begin{pmatrix}1&0\\ t&1\end{pmatrix},\qquad e^{T_1}\begin{pmatrix}1\\0\end{pmatrix}=\begin{pmatrix}1\\t\end{pmatrix}.$$

Mixing the columns of $\Phi$ by a square matrix $X$ commutes with selecting rows, so
$$\det(\Phi X)_s=\det(\Phi_sX)=\det X\,\det\Phi_s .$$
Since $A$ is invertible,
$$\begin{pmatrix}A\\C\end{pmatrix}=\begin{pmatrix}1\\CA^{-1}\end{pmatrix}A,$$
and every amplitude of $\Phi$ is $\det A$ times the matching amplitude of $[1;CA^{-1}]$. This proves the claim for $t=CA^{-1}$.

For uniqueness, take the list in which $i$ is replaced by $a$. The selected rows of $[1;t]$ form the identity matrix with row $i$ replaced by row $a$ of $t$. Subtracting $t_{aj}$ times row $j$ for each $j\neq i$ leaves $t_{ai}$ on the diagonal and zeros elsewhere in that row, so the determinant is $t_{ai}$. If some $t$ reproduces all amplitudes, comparison on this list gives $\det A\,t_{ai}=\det A\,(CA^{-1})_{ai}$, and $\det A$ cancels.

## Transforming the virtual orbitals as well

A transformation of the whole basis has two further blocks, $B$ and $D$, which hold the coefficients of the new virtual orbitals. Block multiplication gives
$$\begin{pmatrix}1&0\\ CA^{-1}&1\end{pmatrix}\begin{pmatrix}A&B\\0&D-CA^{-1}B\end{pmatrix}=\begin{pmatrix}A&B\\C&D\end{pmatrix}.$$
The triangular factor sends the reference orbitals to $[A;0]$. It only mixes them among themselves, which multiplies the reference determinant by $\det A$. The occupied–virtual part of the change of reference is carried by $e^{T_1}$.

Conversely, suppose an invertible $U=\begin{pmatrix}A&B\\C&D\end{pmatrix}$ equals $e^{T_1}\begin{pmatrix}P&Q\\0&R\end{pmatrix}$ for some $t$, $P$, $Q$, $R$. The occupied block of the product is $P$, so $P=A$. Because $\det e^{T_1}=1$, we get $\det U=\det A\,\det R$, and $\det U\neq0$ forces $\det A\neq0$.

For a single determinant that overlaps the reference, singles thus absorb the occupied–virtual rotation exactly. In coupled-cluster theory with a truncated cluster operator, such as CCSD, the absorption is in general only approximate, and the energy keeps some dependence on the reference. Doubles and the CCSD amplitude equations are not treated here.

## Determinants and singles as Lean matrices

The types `o` and `v` label the occupied and virtual spin orbitals. Either may be empty.

```lean
import Mathlib

open Matrix

namespace ThoulessAbsorption

noncomputable section

variable {o v : Type*} [Fintype o] [DecidableEq o] [Fintype v] [DecidableEq v]
```

The disjoint union `o ⊕ v` labels the full basis, with `Sum.inl` marking occupied and `Sum.inr` virtual orbitals. A list is a function `s : o → o ⊕ v`. Repeated entries are allowed and give amplitude zero, while reordering a list can change the sign.

```lean
/-- The amplitude of a Slater determinant with orbital coefficients `Φ` on the list `s` of
spin orbitals: the maximal minor of `Φ` on the rows `s`. -/
def amplitude (Φ : Matrix (o ⊕ v) o ℂ) (s : o → o ⊕ v) : ℂ :=
  (Φ.submatrix s id).det
```

The next two definitions are the matrix of $T_1$ and the reference coefficients $[1;0]$. The entries of `t` are arbitrary complex numbers.

```lean
/-- The one-particle matrix of the singles operator T1, which sends the occupied orbital `i`
to the combination of virtual orbitals `a` with coefficients `t a i`. -/
def singles (t : Matrix v o ℂ) : Matrix (o ⊕ v) (o ⊕ v) ℂ :=
  fromBlocks 0 0 t 0

/-- The coefficients of the reference determinant: each occupied orbital is itself. -/
def reference (o v : Type*) [DecidableEq o] : Matrix (o ⊕ v) o ℂ :=
  fromRows 1 0
```

## The exponential stops at first order

`IsNilpotent.exp` is the exponential of a nilpotent element, defined as a finite sum. The proof first establishes `singles t ^ 2 = 0` by block multiplication. It then reduces the sum to its terms of order zero and one, and adds the blocks.

```lean
/-- The exponential of the one-particle matrix of T1 is the block matrix [[1, 0], [t, 1]]. -/
theorem exp_singles (t : Matrix v o ℂ) :
    IsNilpotent.exp (singles t) = fromBlocks 1 0 t 1 := by
  -- two successive excitations of one electron vanish
  have h : singles t ^ 2 = 0 := by
    rw [pow_two]
    simp [singles, fromBlocks_multiply]
  rw [IsNilpotent.exp_eq_sum h, Finset.sum_range_succ, Finset.sum_range_one]
  simp only [Nat.factorial_zero, Nat.factorial_one, pow_zero, pow_one, Nat.cast_one,
    inv_one, one_smul]
  rw [singles, ← fromBlocks_one, fromBlocks_add]
  simp
```

Applying this matrix to the reference is one more block product.

```lean
/-- Acting on the reference orbitals, exp(T1) gives the coefficients [1; t]. -/
theorem exp_singles_mul_reference (t : Matrix v o ℂ) :
    IsNilpotent.exp (singles t) * reference o v = fromRows 1 t := by
  rw [exp_singles, reference, fromBlocks_mul_fromRows]
  simp
```

## How amplitudes respond to mixing and excitation

The auxiliary equation `h` says that selecting rows commutes with multiplication on the right by `X`. The product rule for determinants does the rest.

```lean
omit [Fintype v] [DecidableEq v] in
/-- Mixing the orbitals (columns) of `Φ` among themselves by `X` multiplies every amplitude by `det
X`. -/
theorem amplitude_mul (Φ : Matrix (o ⊕ v) o ℂ) (X : Matrix o o ℂ) (s : o → o ⊕ v) :
    amplitude (Φ * X) s = X.det * amplitude Φ s := by
  have h : (Φ * X).submatrix s id = Φ.submatrix s id * X := by
    ext i j
    rfl
  rw [amplitude, h, det_mul, mul_comm, amplitude]
```

For a single excitation, `Function.update Sum.inl i (Sum.inr a)` is the reference list with `i` replaced by `a`. The proof identifies the selected rows as the identity with one row replaced, treating row `i` and the other rows separately. Where the derivation above used row operations, Lean uses Cramer's rule: the determinant is a component of the Cramer solution for the identity matrix, which is the replacing row itself.

```lean
omit [Fintype v] [DecidableEq v] in
/-- For the orbitals [1; t], the amplitude of the determinant in which the occupied orbital `i`
is replaced by the virtual orbital `a` is `t a i`. -/
theorem amplitude_single_excitation (t : Matrix v o ℂ) (i : o) (a : v) :
    amplitude (fromRows 1 t) (Function.update Sum.inl i (Sum.inr a)) = t a i := by
  have h : (fromRows (1 : Matrix o o ℂ) t).submatrix
      (Function.update Sum.inl i (Sum.inr a)) id = updateRow 1 i (t a) := by
    ext k l
    by_cases hk : k = i
    · subst hk
      simp
    · simp [hk]
  -- Cramer's rule for the identity matrix
  rw [amplitude, h, ← cramer_transpose_apply, transpose_one, cramer_one]
  rfl
```

## The amplitudes determine t

The theorem `thouless` states the equivalence for given `A`, `C` and `t`, with `hA` expressing non-zero overlap with the reference. The left side quantifies over all lists `s`, so it compares every amplitude and not only the singly excited ones.

In the proof, `hfac` is the factorisation $[A;C]=[1;CA^{-1}]A$, and `key` turns it into the amplitude identity through `amplitude_mul`. The forward direction evaluates the hypothesis and `key` on the same singly excited list and cancels `A.det`. The backward direction substitutes `t` and uses `key` directly.

```lean
/-- Thouless theorem: for orbitals [A; C] with invertible occupied block, all amplitudes equal
`det A` times those of exp(T1) acting on the reference exactly when `t = C A⁻¹`. -/
theorem thouless (A : Matrix o o ℂ) (C t : Matrix v o ℂ) (hA : A.det ≠ 0) :
    (∀ s, amplitude (fromRows A C) s =
      A.det * amplitude (IsNilpotent.exp (singles t) * reference o v) s) ↔
      t = C * A⁻¹ := by
  have hu : IsUnit A.det := isUnit_iff_ne_zero.mpr hA
  -- the occupied block `A` mixes the columns of [1; C A⁻¹] and factors out on the right
  have hfac : fromRows A C = fromRows 1 (C * A⁻¹) * A := by
    rw [fromRows_mul, Matrix.one_mul, Matrix.mul_assoc, nonsing_inv_mul A hu, Matrix.mul_one]
  have key : ∀ s, amplitude (fromRows A C) s =
      A.det * amplitude (fromRows 1 (C * A⁻¹)) s := by
    intro s
    rw [← amplitude_mul, ← hfac]
  rw [exp_singles_mul_reference]
  constructor
  · intro h
    ext a i
    -- the singly excited determinants fix the amplitudes one by one
    have h1 := (h (Function.update Sum.inl i (Sum.inr a))).symm.trans (key _)
    rw [amplitude_single_excitation, amplitude_single_excitation] at h1
    exact mul_left_cancel₀ hA h1
  · intro h
    rw [h]
    exact key
```

## When an orbital transformation factors

The factorisation of the full matrix needs only `hA`; the transformation need be neither unitary nor invertible. The equation `h1`, which is $CA^{-1}A=C$, settles the lower left block, and the remaining blocks follow by simplification.

```lean
/-- An orbital transformation with invertible occupied block is exp(T1), with `t = C A⁻¹`,
times a block upper-triangular transformation. -/
theorem orbital_factorization (A : Matrix o o ℂ) (B : Matrix o v ℂ) (C : Matrix v o ℂ)
    (D : Matrix v v ℂ) (hA : A.det ≠ 0) :
    fromBlocks A B C D =
      IsNilpotent.exp (singles (C * A⁻¹)) * fromBlocks A B 0 (D - C * A⁻¹ * B) := by
  have h1 : C * A⁻¹ * A = C := by
    rw [Matrix.mul_assoc, nonsing_inv_mul A (isUnit_iff_ne_zero.mpr hA), Matrix.mul_one]
  rw [exp_singles, fromBlocks_multiply, h1]
  simp
```

The last theorem shows that the overlap condition is sharp for invertible transformations, which include all unitary ones. Invertibility is the hypothesis `hU`. Without it the zero matrix would be a counterexample whenever there is an occupied orbital, since it factors trivially while its occupied block is singular.

For the direction from a factorisation to `A.det ≠ 0`, Lean assumes `A.det = 0` and derives a contradiction. Comparing the upper left blocks gives `hAP : A = P`, and the determinant of the triangular factor is the product of its diagonal-block determinants. The whole determinant then vanishes, against `hU`. The other direction supplies the factors from `orbital_factorization`.

```lean
/-- An invertible orbital transformation factors into some exp(T1) times a block
upper-triangular matrix exactly when its occupied block has non-zero determinant. -/
theorem factorization_iff (A : Matrix o o ℂ) (B : Matrix o v ℂ) (C : Matrix v o ℂ)
    (D : Matrix v v ℂ) (hU : (fromBlocks A B C D).det ≠ 0) :
    (∃ (t : Matrix v o ℂ) (P : Matrix o o ℂ) (Q : Matrix o v ℂ) (R : Matrix v v ℂ),
      fromBlocks A B C D = IsNilpotent.exp (singles t) * fromBlocks P Q 0 R) ↔
      A.det ≠ 0 := by
  constructor
  · rintro ⟨t, P, Q, R, h⟩ hA
    -- the occupied block of the product is the occupied block of the triangular factor
    have hP := h
    rw [exp_singles, fromBlocks_multiply, fromBlocks_inj] at hP
    have hAP : A = P := by simpa using hP.1
    apply hU
    rw [h, exp_singles, det_mul, det_fromBlocks_zero₂₁, ← hAP, hA]
    simp
  · intro hA
    exact ⟨C * A⁻¹, A, B, D - C * A⁻¹ * B, orbital_factorization A B C D hA⟩

end

end ThoulessAbsorption
```

```lean
#print axioms ThoulessAbsorption.thouless
-- 'ThoulessAbsorption.thouless' depends on axioms: [propext, Classical.choice, Quot.sound]
#print axioms ThoulessAbsorption.factorization_iff
-- 'ThoulessAbsorption.factorization_iff' depends on axioms: [propext, Classical.choice, Quot.sound]
```
